# For identical separated pairs with nonzero coupling, a positive shift factor g(N) gives extensive energies in the pair equation exactly when N g(N) = g(1)

**Q:** Before I run a shifted doubles CI on several distant copies of a molecule and compare energies per copy, I have to choose the factor g that multiplies the correlation energy in the amplitude equations. You say a theorem settles which choices are extensive. For which model?

**A:** For N identical, non-interacting electron pairs, each with one doubly excited configuration. That configuration lies 2D above the reference and couples to it through a real K ≠ 0. With the reference coefficient set to 1, all pairs share one amplitude c, and the equations are

E = N K c

K + 2D c = g E c

Here E is the correlation energy. At g = 1 this is CI with doubles. A smaller g removes part of the term E c, to imitate the missing configurations in which several pairs are excited at once. The factor g(N) is postulated as a positive function of the number of pairs; it is not derived from a wavefunction.

**Q:** Do the algebra for me first, without Lean.

**A:** Multiply the second equation by N K and replace N K c by E:

g E² − 2D E − N K² = 0

Conversely, a solution E of this quadratic gives the amplitude c = E/(N K). For g > 0 and N ≥ 1 the roots are

E = (D ± √(D² + g N K²))/g

The square root exceeds |D|, so exactly one root is negative, the one with the minus sign. That is the energy E(N).

Now write e = E(1) and a = g(1), so that

a e² − 2D e − K² = 0

Suppose E(N) = N e. Insert this in the N-pair equation and subtract N times the one-pair equation:

N e² (N g(N) − a) = 0

Since e < 0, this forces N g(N) = a. In the other direction, if N g(N) = a, the same identity shows that N e solves the N-pair equation. It is negative, and there is only one negative root, so E(N) = N e.

**Q:** Then let me see what the formal version takes as the energy. A definition can hide the whole answer.

```lean
import Mathlib

open Matrix

namespace ExtensivePairShifts

noncomputable section
```

**A:** There are two descriptions of it. The first is a property: E is negative and satisfies the quadratic.

```lean
/-- `E` is a negative solution of the shifted pair equation for `N` equivalent pairs with
coupling `K`, excitation energy `2D` and shift factor `g`. -/
def IsPairEnergy (D K g : ℝ) (N : ℕ) (E : ℝ) : Prop :=
  E < 0 ∧ g * E ^ 2 - 2 * D * E - N * K ^ 2 = 0
```

The second is the explicit root with the minus sign.

```lean
/-- For `g > 0`, the smaller root of the quadratic pair equation for `N` equivalent pairs with shift
factor `g`, in closed form. -/
def pairEnergy (D K g : ℝ) (N : ℕ) : ℝ :=
  (D - Real.sqrt (D ^ 2 + g * N * K ^ 2)) / g
```

In both, `D`, `K` and `g` are real numbers and `N` is a natural number. Nothing requires D > 0, so the excited configuration may even lie below the reference. The Hamiltonian of a single pair is defined separately, with the reference energy as zero.

```lean
/-- The Hamiltonian of a single pair in the basis of the reference and the doubly excited
configuration. -/
def pairHamiltonian (D K : ℝ) : Matrix (Fin 2) (Fin 2) ℝ :=
  !![0, K; K, 2 * D]
```

**Q:** My equations contain an amplitude, and these definitions don't. Where did it go?

**A:** The first theorem accounts for it. For K ≠ 0 and N ≥ 1, some c satisfies both amplitude equations exactly when E satisfies the quadratic.

```lean
/-- The energy expression `E = N K c` and the shifted amplitude equation `K + 2 D c = g E c`
have a common solution `c` exactly when `E` satisfies the quadratic pair equation. -/
theorem amplitude_equations_iff {D K g E : ℝ} {N : ℕ} (hK : K ≠ 0) (hN : 1 ≤ N) :
    (∃ c : ℝ, E = N * K * c ∧ K + 2 * D * c = g * E * c) ↔
      g * E ^ 2 - 2 * D * E - N * K ^ 2 = 0 := by
  have hN0 : (N : ℝ) ≠ 0 := by
    have : N ≠ 0 := by omega
    exact_mod_cast this
  have hNK : (N : ℝ) * K ≠ 0 := mul_ne_zero hN0 hK
  constructor
  · rintro ⟨c, h1, h2⟩
    linear_combination (-(N * K)) * h2 + (g * E - 2 * D) * h1
  · intro h
    have hc : E = N * K * (E / (N * K)) := (mul_div_cancel₀ E hNK).symm
    refine ⟨E / (N * K), hc, ?_⟩
    generalize E / (N * K) = c at hc ⊢
    apply mul_left_cancel₀ hNK
    linear_combination (-1 : ℝ) * h + (g * E - 2 * D) * hc
```

The forward direction is the multiplication by N K, which `linear_combination` carries out. The backward direction supplies c = E/(N K) and cancels the nonzero factor N K.

**Q:** And how do I know that the explicit formula and "the negative root" are the same thing?

**A:** Uniqueness comes first. If two negative roots differed, subtracting their equations would give g(E + E') = 2D, and then g E E' = −N K². The left side is positive and the right side is not.

```lean
/-- For a positive shift factor the pair equation has at most one negative solution. -/
theorem IsPairEnergy.unique {D K g E E' : ℝ} {N : ℕ} (hg : 0 < g)
    (h : IsPairEnergy D K g N E) (h' : IsPairEnergy D K g N E') : E = E' := by
  obtain ⟨hneg, heq⟩ := h
  obtain ⟨hneg', heq'⟩ := h'
  by_contra hne
  -- two different roots have the sum `2 D / g`
  have hsum : g * (E + E') = 2 * D := by
    apply mul_left_cancel₀ (sub_ne_zero.mpr hne)
    linear_combination heq - heq'
  -- their product would then be both positive and not positive
  have hprod : g * (E * E') = -(N * K ^ 2) := by
    linear_combination E * hsum - heq
  have h1 : 0 < g * (E * E') := mul_pos hg (mul_pos_of_neg_of_neg hneg hneg')
  have h2 : 0 ≤ (N : ℝ) * K ^ 2 := by positivity
  linarith
```

Next, for K ≠ 0, g > 0 and N ≥ 1, the explicit formula is shown to be such a root. The proof collects two facts about the square root, namely its square and that it exceeds D. The second gives the negative sign, and the first gives the quadratic after multiplication by g.

```lean
/-- The closed form is a negative solution of the pair equation. -/
theorem pairEnergy_spec (D : ℝ) {K g : ℝ} {N : ℕ} (hK : K ≠ 0) (hg : 0 < g) (hN : 1 ≤ N) :
    IsPairEnergy D K g N (pairEnergy D K g N) := by
  have hN0 : (0 : ℝ) < N := by
    have : 0 < N := by omega
    exact_mod_cast this
  have hpos : 0 < g * N * K ^ 2 := by positivity
  have hs : Real.sqrt (D ^ 2 + g * N * K ^ 2) ^ 2 = D ^ 2 + g * N * K ^ 2 :=
    Real.sq_sqrt (by positivity)
  have hlt : D < Real.sqrt (D ^ 2 + g * N * K ^ 2) :=
    Real.lt_sqrt_of_sq_lt (by linarith)
  have hE : g * pairEnergy D K g N = D - Real.sqrt (D ^ 2 + g * N * K ^ 2) := by
    unfold pairEnergy
    exact mul_div_cancel₀ _ hg.ne'
  refine ⟨div_neg_of_neg_of_pos (by linarith) hg, ?_⟩
  generalize pairEnergy D K g N = E at hE ⊢
  generalize Real.sqrt (D ^ 2 + g * N * K ^ 2) = s at hs hE
  apply mul_left_cancel₀ hg.ne'
  linear_combination (g * E + D - s - 2 * D) * hE + hs
```

**Q:** So far that is only the quadratic formula. Where does the extensivity argument enter?

**A:** In a lemma about a single value of N. It takes the energy `e` of one pair with shift factor `a` and the energy `E` of N pairs with shift factor `g`, and states that, for g > 0 and N ≥ 1, E = N e is equivalent to N g = a.

```lean
/-- Let `e` be the energy of one pair with shift factor `a`. The energy of `N` pairs with shift
factor `g` is `N e` exactly when `N g = a`. -/
theorem scaling_iff {D K a g e E : ℝ} {N : ℕ} (hg : 0 < g) (hN : 1 ≤ N)
    (he : IsPairEnergy D K a 1 e) (hE : IsPairEnergy D K g N E) :
    E = N * e ↔ N * g = a := by
  have hN0 : (0 : ℝ) < N := by
    have : 0 < N := by omega
    exact_mod_cast this
  obtain ⟨hneg, heq⟩ := he
  rw [Nat.cast_one] at heq
  constructor
  · intro h
    have hEq := hE.2
    rw [h] at hEq
    have hne : (N : ℝ) * e ^ 2 ≠ 0 := mul_ne_zero hN0.ne' (pow_ne_zero 2 hneg.ne)
    -- subtract `N` times the one-pair equation from the `N`-pair equation
    apply mul_left_cancel₀ hne
    linear_combination hEq - N * heq
  · intro h
    -- `N e` solves the `N`-pair equation, whose negative solution is unique
    refine hE.unique hg ⟨mul_neg_of_pos_of_neg hN0 hneg, ?_⟩
    linear_combination N * heq + N * e ^ 2 * h
```

The first half is the subtraction I did by hand, followed by cancelling N e², which is nonzero because e is negative. The second half checks that N e is a negative solution and then calls `IsPairEnergy.unique`.

**Q:** Now the main statement. Is g one number or a function?

**A:** A function, `g : ℕ → ℝ`, required to be positive for N ≥ 1. Its value at zero plays no part. The coupling K is again nonzero. The left side of the equivalence says that N pairs have N times the energy of one pair, for every N ≥ 1; the right side says that N g(N) = g(1), for every N ≥ 1.

```lean
/-- The energy of `N` pairs is `N` times that of one pair for every `N ≥ 1` if and only if
the shift factors satisfy `N g(N) = g(1)` for every `N ≥ 1`. -/
theorem extensive_iff (D : ℝ) {K : ℝ} {g : ℕ → ℝ} (hK : K ≠ 0)
    (hg : ∀ N, 1 ≤ N → 0 < g N) :
    (∀ N : ℕ, 1 ≤ N → pairEnergy D K (g N) N = N * pairEnergy D K (g 1) 1) ↔
      ∀ N : ℕ, 1 ≤ N → N * g N = g 1 :=
  forall₂_congr fun N hN =>
    scaling_iff (hg N hN) hN (pairEnergy_spec D hK (hg 1 le_rfl) le_rfl)
      (pairEnergy_spec D hK (hg N hN) hN)
```

The proof applies the lemma at each N with a = g(1), so the two conditions match size by size. At N = 1 both are trivially true. At N = 2 the constant choice g = 1 already fails, since 2 · 1 ≠ 1, which is the familiar size error of doubles CI, seen here for identical non-interacting pairs.

**Q:** When I test a method, I usually compare a whole system with two fragments. That is a different test from multiplying one pair by N.

**A:** For these systems the two tests select the same shifts. The next theorem keeps the hypotheses of the last one and replaces the left side by the condition E(M + N) = E(M) + E(N) for all M, N ≥ 1, where each energy is computed with the shift factor for its own number of pairs.

```lean
/-- The energy is additive for every division of the pairs into two non-empty fragments if and
only if `N g(N) = g(1)` for every `N ≥ 1`. -/
theorem additive_iff (D : ℝ) {K : ℝ} {g : ℕ → ℝ} (hK : K ≠ 0)
    (hg : ∀ N, 1 ≤ N → 0 < g N) :
    (∀ M N : ℕ, 1 ≤ M → 1 ≤ N → pairEnergy D K (g (M + N)) (M + N) =
        pairEnergy D K (g M) M + pairEnergy D K (g N) N) ↔
      ∀ N : ℕ, 1 ≤ N → N * g N = g 1 := by
  rw [← extensive_iff D hK hg]
  constructor
  · intro h N hN
    -- split off one pair at a time
    induction N, hN using Nat.le_induction with
    | base => rw [Nat.cast_one, one_mul]
    | succ n hn ih =>
      rw [h n 1 hn le_rfl, ih]
      push_cast
      ring
  · intro h M N hM hN
    rw [h (M + N) (by omega), h M hM, h N hN]
    push_cast
    ring
```

From additivity to proportionality, the proof is an induction that splits off one pair at a time. The other way, (M + N) e = M e + N e. The fragments are made of the same kind of pair throughout, so the theorem doesn't cover a system that separates into different molecules.

**Q:** But g(N) = 5/N passes your criterion. Surely that doesn't give me the right energy.

**A:** It doesn't. Extensivity fixes how g depends on N and leaves g(1) free. To fix g(1) we need the true energy of one pair, and that comes from the two-level Hamiltonian. Write E for the one-pair energy with g = 1. Acting on the vector (K, E), the matrix gives K E in the first component and K² + 2D E in the second, and the quadratic turns the latter into E².

```lean
/-- The one-pair energy with shift factor `1` is an eigenvalue of the pair Hamiltonian, with
eigenvector `(K, E)`. -/
theorem pairHamiltonian_eigen (D : ℝ) {K : ℝ} (hK : K ≠ 0) :
    ![K, pairEnergy D K 1 1] ≠ 0 ∧
      pairHamiltonian D K *ᵥ ![K, pairEnergy D K 1 1] =
        pairEnergy D K 1 1 • ![K, pairEnergy D K 1 1] := by
  have h := (pairEnergy_spec D hK one_pos (le_refl 1)).2
  rw [Nat.cast_one] at h
  generalize pairEnergy D K 1 1 = e at h ⊢
  refine ⟨fun h0 => hK (congrFun h0 0), ?_⟩
  ext i
  fin_cases i
  · simp [pairHamiltonian, Matrix.mulVec, dotProduct, Fin.sum_univ_two, mul_comm]
  · simp [pairHamiltonian, Matrix.mulVec, dotProduct, Fin.sum_univ_two]
    linear_combination (-1 : ℝ) * h
```

The proof computes the two components in the same way, and K ≠ 0 ensures that the vector is not zero. The normalised eigenvector is (K, E)/√(K² + E²). The theorem states only the eigenvalue equation, but the determinant of the matrix is −K², so the other eigenvalue is positive and E is the ground-state energy.

**Q:** Then for N non-interacting pairs the target is N times that eigenvalue.

**A:** Yes, and the last theorem says which positive shifts reach it for every N ≥ 1 when K ≠ 0: exactly g(N) = 1/N.

```lean
/-- The energy of `N` pairs is `N` times the one-pair energy with shift factor `1`, for every
`N ≥ 1`, if and only if `g(N) = 1/N` for every `N ≥ 1`. -/
theorem exact_iff (D : ℝ) {K : ℝ} {g : ℕ → ℝ} (hK : K ≠ 0)
    (hg : ∀ N, 1 ≤ N → 0 < g N) :
    (∀ N : ℕ, 1 ≤ N → pairEnergy D K (g N) N = N * pairEnergy D K 1 1) ↔
      ∀ N : ℕ, 1 ≤ N → g N = 1 / N := by
  refine forall₂_congr fun N hN => ?_
  have hN0 : (N : ℝ) ≠ 0 := by
    have : N ≠ 0 := by omega
    exact_mod_cast this
  rw [scaling_iff (hg N hN) hN (pairEnergy_spec D hK one_pos le_rfl)
    (pairEnergy_spec D hK (hg N hN) hN), eq_div_iff hN0, mul_comm]

end

end ExtensivePairShifts
```

This is the same lemma with a = 1, followed by a division by N. The file builds no N-pair Hamiltonian; that the exact energy is N times the one-pair value comes from the physical assumption that the pairs don't interact.

**Q:** What should I take back to my calculation, and what should I not?

**A:** For identical, non-interacting pairs with one excited configuration each, a positive shift factor must fall off as 1/N to be extensive, and it must equal 1/N to be exact as well. The averaged coupled-pair functional makes this choice, with the factor 2/n for n = 2N correlated electrons. The theorems leave out g = 0, where the quadratic becomes linear and, for D ≠ 0, has the solution E = −N K²/(2D), which is extensive too. Nor do they cover inequivalent pairs, several excited configurations per pair, or interactions between pairs. The criterion is therefore a check on a shift in one idealised limit, that of identical separated pairs, and it says nothing about accuracy for a real molecule at bonding distances.

```lean
#print axioms ExtensivePairShifts.amplitude_equations_iff
#print axioms ExtensivePairShifts.additive_iff
#print axioms ExtensivePairShifts.pairHamiltonian_eigen
#print axioms ExtensivePairShifts.exact_iff
```

```
'ExtensivePairShifts.amplitude_equations_iff' depends on axioms: [propext, Classical.choice, Quot.sound]
'ExtensivePairShifts.additive_iff' depends on axioms: [propext, Classical.choice, Quot.sound]
'ExtensivePairShifts.pairHamiltonian_eigen' depends on axioms: [propext, Classical.choice, Quot.sound]
'ExtensivePairShifts.exact_iff' depends on axioms: [propext, Classical.choice, Quot.sound]
```
